# The constant-field quartic vertex vanishes for three collinear photons and any fourth field

A photon cannot split into two photons travelling in its own direction through a single interaction with a background field, if that interaction is the four-photon vertex of a quartic Lagrangian for constant fields. The photons must have a common null direction and polarisations orthogonal to it. The background is arbitrary, and so are the two coefficients of the Lagrangian and the finite dimension.

In quantum electrodynamics this concerns photon splitting in a weak magnetic field: for exactly collinear photons and at the order of this Lagrangian, the term linear in the background is absent.

## Fields, scalar product and vertex

Vectors have real components labelled by a finite set `ι`, and the metric is a real matrix $g$.

```lean
import Mathlib

open Matrix

namespace CollinearLightByLight

noncomputable section

variable {ι : Type*} [Fintype ι]
```

The scalar product is $u\cdot v = u^{T} g\,v$. In the code, `⬝ᵥ` is the plain sum of products of components, and `mdot` is the product with the metric.

```lean
/-- The scalar product `u · v = uᵀ g v` of two vectors in the metric `g`. -/
def mdot (g : Matrix ι ι ℝ) (u v : ι → ℝ) : ℝ := u ⬝ᵥ (g *ᵥ v)
```

A photon has direction $n$, polarisation $e$ and a real factor $w$ that carries its frequency. Its field strength is
$$F = w\,(n e^{T} - e n^{T})\,g, \qquad F^{\mu}{}_{\nu} = w\,(n^{\mu}e_{\nu} - e^{\mu}n_{\nu}).$$
The plane-wave phase and the factor $i$ from the derivative are left out. With one upper and one lower index, field strengths multiply as ordinary matrices. The Lean expression `vecMulVec n e` is the dyad $n e^{T}$.

```lean
/-- The field strength (mixed indices) of a photon with momentum `w n` and
polarisation `e`: `F = w (n eᵀ - e nᵀ) g`. -/
def photonField (g : Matrix ι ι ℝ) (w : ℝ) (n e : ι → ℝ) : Matrix ι ι ℝ :=
  w • ((vecMulVec n e - vecMulVec e n) * g)
```

The Lagrangian is $a\,(\operatorname{tr}F^2)^2 + b\operatorname{tr}F^4$. The coefficients $a$ and $b$ stand for the effect of virtual charged particles, which let light scatter off light. In four dimensions the quartic part of the Euler–Heisenberg Lagrangian has this form, with particular values of $a$ and $b$.

```lean
/-- The quartic Lagrangian `a (tr F²)² + b tr F⁴` of a constant field, with arbitrary
real coefficients. -/
def quarticLagrangian (a b : ℝ) (F : Matrix ι ι ℝ) : ℝ :=
  a * (trace (F * F) * trace (F * F)) + b * trace (F * F * F * F)
```

For four different fields $F_0,\dots,F_3$, the vertex is the sum over all ways of placing them in the four slots. A permutation $\sigma$ puts the field $F_{\sigma(q)}$ into slot $q$.

```lean
/-- The four-photon vertex of the quartic Lagrangian: the four fields are put into its
four slots in all possible orders, and the results are summed. -/
def boxVertex (a b : ℝ) (F : Fin 4 → Matrix ι ι ℝ) : ℝ :=
  ∑ σ : Equiv.Perm (Fin 4),
    (a * (trace (F (σ 0) * F (σ 1)) * trace (F (σ 2) * F (σ 3))) +
      b * trace (F (σ 0) * F (σ 1) * F (σ 2) * F (σ 3)))
```

The step from this model to real photons is the use of this vertex for the QED amplitude. That is a low-frequency approximation, for fields that vary slowly over the electron's Compton wavelength.

## (a) Four equal fields

Show that the vertex $V$ has the usual normalisation:
$$V(F,F,F,F) = 24\,\bigl[a\,(\operatorname{tr}F^2)^2 + b\operatorname{tr}F^4\bigr].$$

If all fields are equal, every permutation gives the same summand, namely the Lagrangian. There are $4! = 24$ permutations. In the proof, `Finset.sum_const` turns the constant sum into a multiple, and `Fintype.card_perm` counts the permutations.

```lean
/-- For four equal fields the vertex is `4! = 24` times the quartic Lagrangian. -/
theorem boxVertex_diagonal (a b : ℝ) (F : Matrix ι ι ℝ) :
    boxVertex a b (fun _ => F) = 24 * quarticLagrangian a b F := by
  simp only [boxVertex, quarticLagrangian, Finset.sum_const, Finset.card_univ,
    Fintype.card_perm, Fintype.card_fin, nsmul_eq_mul]
  norm_num [Nat.factorial]
```

## (b) Symmetry of the scalar product

Show that a symmetric metric gives $u\cdot v = v\cdot u$.

The number $u^{T}gv$ equals its own transpose, so
$$u^{T} g v = v^{T} g^{T} u = v^{T} g u.$$
The last step uses $g^{T}=g$, which is `hg.eq` in the code.

```lean
/-- The scalar product of a symmetric metric is symmetric. -/
theorem mdot_comm {g : Matrix ι ι ℝ} (hg : g.IsSymm) (u v : ι → ℝ) :
    mdot g u v = mdot g v u := by
  unfold mdot
  rw [Matrix.dotProduct_mulVec, dotProduct_comm, ← Matrix.mulVec_transpose, hg.eq]
```

## (c) Two dyads joined by the metric

For four vectors $a,b,c,d$ (here $a$ and $b$ are not the coefficients of the Lagrangian), show that
$$(a b^{T})\,g\,(c d^{T}) = (b\cdot c)\,a d^{T}.$$

Regroup the product as $a\,(b^{T} g c)\,d^{T}$. The bracket is the number $b\cdot c$ and can be moved to the front. The proof does the same regrouping and then compares the entries.

```lean
/-- Two dyads joined by the metric contract to one dyad:
`(a bᵀ) g (c dᵀ) = (b · c) a dᵀ`. -/
theorem dyad_contract (g : Matrix ι ι ℝ) (a b c d : ι → ℝ) :
    vecMulVec a b * g * vecMulVec c d = mdot g b c • vecMulVec a d := by
  rw [Matrix.mul_assoc, Matrix.mul_vecMulVec, Matrix.vecMulVec_mul_vecMulVec]
  ext i j
  simp only [mdot, vecMulVec_apply, Matrix.smul_apply, Pi.smul_apply, smul_eq_mul]
  ring
```

## (d) The product of two collinear photon fields

Let $g$ be symmetric, $n\cdot n=0$ and $e_1\cdot n = e_2\cdot n = 0$. Show that
$$F_1F_2 = -\,w_1w_2\,(e_1\cdot e_2)\; n n^{T} g.$$

Without the factors $w_1w_2$ and the last $g$, part (c) gives four terms:
$$\begin{aligned}
&(n e_1^{T} - e_1 n^{T})\,g\,(n e_2^{T} - e_2 n^{T})\\
&\quad= (e_1\cdot n)\,n e_2^{T} - (e_1\cdot e_2)\,n n^{T} - (n\cdot n)\,e_1e_2^{T} + (n\cdot e_2)\,e_1 n^{T}.
\end{aligned}$$
The first and third terms vanish by hypothesis. The fourth vanishes because $n\cdot e_2 = e_2\cdot n = 0$ by part (b). Restoring $w_1w_2$ and the last $g$ gives the claim.

The statement `key` is this expansion, with `dyad_contract` applied to each term. The remaining lines put back the factors.

```lean
/-- For a symmetric metric, a null direction `n` and polarisations orthogonal to `n`, the
product of two collinear photon fields is `-w₁ w₂ (e₁ · e₂) n nᵀ g`. -/
theorem photonField_mul {g : Matrix ι ι ℝ} (hg : g.IsSymm) {n e₁ e₂ : ι → ℝ}
    (hn : mdot g n n = 0) (h₁ : mdot g e₁ n = 0) (h₂ : mdot g e₂ n = 0) (w₁ w₂ : ℝ) :
    photonField g w₁ n e₁ * photonField g w₂ n e₂ =
      (-(w₁ * w₂ * mdot g e₁ e₂)) • (vecMulVec n n * g) := by
  have h₂' : mdot g n e₂ = 0 := by rw [mdot_comm hg, h₂]
  -- of the four contractions only `e₁ · e₂` survives
  have key : (vecMulVec n e₁ - vecMulVec e₁ n) * g * (vecMulVec n e₂ - vecMulVec e₂ n) =
      (-(mdot g e₁ e₂)) • vecMulVec n n := by
    simp only [Matrix.sub_mul, Matrix.mul_sub, dyad_contract, hn, h₁, h₂']
    module
  unfold photonField
  rw [Matrix.smul_mul, Matrix.mul_smul, ← Matrix.mul_assoc, key, Matrix.smul_mul]
  module
```

## (e) The product of three collinear photon fields

With a third polarisation that satisfies $e_3\cdot n=0$, show that
$$F_1F_2F_3 = 0.$$

By part (d), the product $F_1F_2$ is a multiple of $n n^{T} g$. Multiplication by the third field produces
$$n n^{T} g\,(n e_3^{T} - e_3 n^{T}) = (n\cdot n)\,n e_3^{T} - (n\cdot e_3)\,n n^{T} = 0.$$
This is again the statement called `key`. It is inserted after `photonField_mul` has rewritten the first two factors.

```lean
/-- For a symmetric metric, a null direction and polarisations orthogonal to it, the
product of three collinear photon fields vanishes. -/
theorem photonField_mul_mul {g : Matrix ι ι ℝ} (hg : g.IsSymm) {n e₁ e₂ e₃ : ι → ℝ}
    (hn : mdot g n n = 0) (h₁ : mdot g e₁ n = 0) (h₂ : mdot g e₂ n = 0)
    (h₃ : mdot g e₃ n = 0) (w₁ w₂ w₃ : ℝ) :
    photonField g w₁ n e₁ * photonField g w₂ n e₂ * photonField g w₃ n e₃ = 0 := by
  have h₃' : mdot g n e₃ = 0 := by rw [mdot_comm hg, h₃]
  have key : vecMulVec n n * g * (vecMulVec n e₃ - vecMulVec e₃ n) = 0 := by
    simp only [Matrix.mul_sub, dyad_contract, hn, h₃', zero_smul, sub_zero]
  rw [photonField_mul hg hn h₁ h₂]
  unfold photonField
  rw [Matrix.smul_mul, Matrix.mul_smul, ← Matrix.mul_assoc, key, Matrix.zero_mul,
    smul_zero, smul_zero]
```

## (f) The trace over two collinear photon fields

Under the hypotheses of part (d), show that
$$\operatorname{tr}(F_1F_2)=0.$$

The trace of a dyad is the plain product of its two vectors, so $\operatorname{tr}(n n^{T} g) = n^{T} g n = n\cdot n = 0$. By part (d), $\operatorname{tr}(F_1F_2)$ is a multiple of this number.

```lean
/-- For a symmetric metric, a null direction and polarisations orthogonal to it,
`tr (F₁ F₂) = 0` for two collinear photons. -/
theorem trace_photonField_mul {g : Matrix ι ι ℝ} (hg : g.IsSymm) {n e₁ e₂ : ι → ℝ}
    (hn : mdot g n n = 0) (h₁ : mdot g e₁ n = 0) (h₂ : mdot g e₂ n = 0) (w₁ w₂ : ℝ) :
    trace (photonField g w₁ n e₁ * photonField g w₂ n e₂) = 0 := by
  have key : trace (vecMulVec n n * g) = mdot g n n := by
    rw [Matrix.vecMulVec_mul, Matrix.trace_vecMulVec, dotProduct_comm,
      ← Matrix.dotProduct_mulVec, mdot]
  rw [photonField_mul hg hn h₁ h₂, Matrix.trace_smul, key, hn, smul_zero]
```

## (g) Three collinear photons and one background field

Let $g$ be symmetric and $n\cdot n = 0$. Let $F_0,F_1,F_2$ be photon fields with the common direction $n$ and polarisations satisfying $e_i\cdot n=0$, and let $F_3=B$ be any real matrix. Show that, for all coefficients $a$ and $b$,
$$V(F_0,F_1,F_2,B)=0.$$

Every permutation $\sigma$ contributes zero. Let $p$ be the slot that holds $B$.

- **The product of two traces.** The traces are taken over slots 0, 1 and over slots 2, 3. The one without slot $p$ contains two photon fields and vanishes by part (f).
- **The single trace.** A cyclic shift moves $B$ to the end and leaves $\operatorname{tr}(F_iF_jF_kB)$, where $i,j,k$ label photons. This vanishes by part (e).

The proof first replaces the explicit list of fields by a function `F`, and keeps only the information `hF` that every index other than 3 belongs to a photon. The statements `t2` and `t3` are the two vanishing traces, and `cyc` is one cyclic shift. The four cases at the end are the four possible values of $p$, with as many shifts as each one needs.

The theorem does not require $B$ to be a physical field strength, nor does it use energy conservation among the factors $w_i$.

```lean
/-- No collinear box splitting: for a symmetric metric, a null direction `n` and
polarisations orthogonal to `n`, the four-photon vertex of three collinear photons and an
arbitrary fourth field `B` vanishes. -/
theorem no_collinear_box_splitting {g : Matrix ι ι ℝ} (hg : g.IsSymm) {n : ι → ℝ}
    (hn : mdot g n n = 0) (e : Fin 3 → ι → ℝ) (he : ∀ i, mdot g (e i) n = 0)
    (w : Fin 3 → ℝ) (B : Matrix ι ι ℝ) (a b : ℝ) :
    boxVertex a b ![photonField g (w 0) n (e 0), photonField g (w 1) n (e 1),
      photonField g (w 2) n (e 2), B] = 0 := by
  have hF : ∀ i : Fin 4, i ≠ 3 → ∃ k, (![photonField g (w 0) n (e 0),
      photonField g (w 1) n (e 1), photonField g (w 2) n (e 2), B] :
      Fin 4 → Matrix ι ι ℝ) i = photonField g (w k) n (e k) := by
    intro i hi
    fin_cases i
    · exact ⟨0, rfl⟩
    · exact ⟨1, rfl⟩
    · exact ⟨2, rfl⟩
    · exact absurd rfl hi
  generalize (![photonField g (w 0) n (e 0), photonField g (w 1) n (e 1),
    photonField g (w 2) n (e 2), B] : Fin 4 → Matrix ι ι ℝ) = F at hF ⊢
  have t2 : ∀ i j, i ≠ 3 → j ≠ 3 → trace (F i * F j) = 0 := by
    intro i j hi hj
    obtain ⟨k, hk⟩ := hF i hi
    obtain ⟨l, hl⟩ := hF j hj
    rw [hk, hl, trace_photonField_mul hg hn (he k) (he l)]
  have t3 : ∀ i j k l, i ≠ 3 → j ≠ 3 → k ≠ 3 → trace (F i * F j * F k * F l) = 0 := by
    intro i j k l hi hj hk
    obtain ⟨p, hp⟩ := hF i hi
    obtain ⟨q, hq⟩ := hF j hj
    obtain ⟨r, hr⟩ := hF k hk
    rw [hp, hq, hr, photonField_mul_mul hg hn (he p) (he q) (he r), Matrix.zero_mul,
      Matrix.trace_zero]
  have cyc : ∀ i j k l, trace (F i * F j * F k * F l) = trace (F j * F k * F l * F i) := by
    intro i j k l
    rw [← Matrix.trace_mul_comm (F i) (F j * F k * F l)]
    simp only [Matrix.mul_assoc]
  refine Finset.sum_eq_zero fun σ _ => ?_
  -- `p` is the slot that holds `B`; cyclicity moves `B` to the end of the trace
  have hp : ∀ q, q ≠ σ.symm 3 → σ q ≠ 3 := fun q hq h =>
    hq (by rw [← h, Equiv.symm_apply_apply])
  generalize σ.symm 3 = p at hp
  have h4 : ∀ p : Fin 4, p = 0 ∨ p = 1 ∨ p = 2 ∨ p = 3 := by decide
  rcases h4 p with rfl | rfl | rfl | rfl
  · rw [t2 _ _ (hp 2 (by decide)) (hp 3 (by decide)), cyc,
      t3 _ _ _ _ (hp 1 (by decide)) (hp 2 (by decide)) (hp 3 (by decide))]
    ring
  · rw [t2 _ _ (hp 2 (by decide)) (hp 3 (by decide)), cyc, cyc,
      t3 _ _ _ _ (hp 2 (by decide)) (hp 3 (by decide)) (hp 0 (by decide))]
    ring
  · rw [t2 _ _ (hp 0 (by decide)) (hp 1 (by decide)), cyc, cyc, cyc,
      t3 _ _ _ _ (hp 3 (by decide)) (hp 0 (by decide)) (hp 1 (by decide))]
    ring
  · rw [t2 _ _ (hp 0 (by decide)) (hp 1 (by decide)),
      t3 _ _ _ _ (hp 0 (by decide)) (hp 1 (by decide)) (hp 2 (by decide))]
    ring
```

The result fails if $n$ need not be null. In the Euclidean plane take $g=1$, $n=(1,0)$, $e=(0,1)$ and $w=1$. Then $e\cdot n=0$, but $n\cdot n=1$, and
$$F=\begin{pmatrix}0&1\\-1&0\end{pmatrix},\qquad F^2=-1,\qquad \operatorname{tr}F^2=-2,\qquad \operatorname{tr}F^4=2.$$
With all three photon fields and $B$ equal to $F$, part (a) gives $V=24\,(4a+2b)$, which is nonzero for $a=1$, $b=0$.

## (h) Photons along the $z$ axis

In Minkowski space with signature $(+,-,-,-)$, take $n=(1,0,0,1)$ and the polarisation $e=(0,a,b,0)$. From here on, $a$ and $b$ are polarisation components. Show that the metric is symmetric and that
$$n\cdot n = 0,\qquad e\cdot n=0 \quad\text{for all real } a,b.$$

The metric is diagonal, hence symmetric.

```lean
/-- The Minkowski metric with signature `(+,-,-,-)`. -/
def minkowski : Matrix (Fin 4) (Fin 4) ℝ :=
  !![1, 0, 0, 0; 0, -1, 0, 0; 0, 0, -1, 0; 0, 0, 0, -1]
```

Since $g n=(1,0,0,-1)$, one finds $n\cdot n = 1-1=0$. The vector $e$ has components only where $g n$ has none, so $e\cdot n=0$. Ordinary transverse photons therefore satisfy the hypotheses of part (g). The proof checks the entries of the metric one by one and evaluates the two sums.

```lean
/-- In Minkowski space the direction `(1,0,0,1)` is null, and every polarisation
`(0,a,b,0)` is orthogonal to it. -/
theorem collinear_witness : minkowski.IsSymm ∧
    mdot minkowski ![1, 0, 0, 1] ![1, 0, 0, 1] = 0 ∧
    ∀ a b : ℝ, mdot minkowski ![0, a, b, 0] ![1, 0, 0, 1] = 0 := by
  refine ⟨Matrix.IsSymm.ext fun i j => ?_, ?_, fun a b => ?_⟩
  · fin_cases i <;> fin_cases j <;> simp [minkowski]
  · simp [mdot, minkowski, Matrix.mulVec, dotProduct, Fin.sum_univ_four]
  · simp [mdot, minkowski, Matrix.mulVec, dotProduct, Fin.sum_univ_four]
```

## (i) Two insertions of a magnetic field

Now let $B$ be the field-strength matrix of a unit magnetic field along $x$. Its only nonzero entries are $B^{2}{}_{3}=1$ and $B^{3}{}_{2}=-1$, with indices running from 0 to 3. For two photons along $z$ with polarisations $e_1=(0,a,b,0)$ and $e_2=(0,c,d,0)$, show that
$$\operatorname{tr}(F_1F_2BB)=w_1w_2\,(ac+bd).$$

The polarisations have the product $e_1\cdot e_2=-(ac+bd)$, so part (d) gives $F_1F_2 = w_1w_2\,(ac+bd)\,n n^{T} g$. The square of the background is $B^2=\operatorname{diag}(0,0,-1,-1)$. Hence
$$\operatorname{tr}(n n^{T} g B^2) = (g n)^{T}B^2 n = (1,0,0,-1)\begin{pmatrix}0\\0\\0\\-1\end{pmatrix} = 1.$$
In the code, `hdot` is the product of the polarisations and `htr` is this last trace.

For equal polarisations with $ac+bd\neq 0$ and nonzero $w_1,w_2$, the trace is nonzero. It is one ordering among those in the vertex with two photons and two background fields, which describes how a weak magnetic field changes the propagation of light in the low-frequency approximation.

```lean
/-- Two insertions of a unit magnetic field `B` along `x` can survive: for two photons
along `z` with polarisations `(0,a,b,0)` and `(0,c,d,0)`,
`tr (F₁ F₂ B B) = w₁ w₂ (a c + b d)`. -/
theorem two_background_insertions (w₁ w₂ a b c d : ℝ) :
    let B : Matrix (Fin 4) (Fin 4) ℝ :=
      !![0, 0, 0, 0; 0, 0, 0, 0; 0, 0, 0, 1; 0, 0, -1, 0]
    trace (photonField minkowski w₁ ![1, 0, 0, 1] ![0, a, b, 0] *
      photonField minkowski w₂ ![1, 0, 0, 1] ![0, c, d, 0] * B * B) =
      w₁ * w₂ * (a * c + b * d) := by
  intro B
  obtain ⟨hg, hn, he⟩ := collinear_witness
  have hdot : mdot minkowski ![0, a, b, 0] ![0, c, d, 0] = -(a * c + b * d) := by
    simp [mdot, minkowski, Matrix.mulVec, dotProduct, Fin.sum_univ_four]
    ring
  have htr : trace (vecMulVec ![1, 0, 0, 1] ![1, 0, 0, 1] * minkowski * B * B) = 1 := by
    simp [B, minkowski, Matrix.trace, Matrix.mul_apply, Fin.sum_univ_four]
  rw [photonField_mul hg hn (he a b) (he c d), Matrix.smul_mul, Matrix.smul_mul,
    Matrix.trace_smul, htr, hdot, smul_eq_mul]
  ring

end

end CollinearLightByLight
```

```lean
#print axioms CollinearLightByLight.boxVertex_diagonal
-- 'CollinearLightByLight.boxVertex_diagonal' depends on axioms: [propext, Classical.choice, Quot.sound]
#print axioms CollinearLightByLight.no_collinear_box_splitting
-- 'CollinearLightByLight.no_collinear_box_splitting' depends on axioms: [propext, Classical.choice, Quot.sound]
#print axioms CollinearLightByLight.two_background_insertions
-- 'CollinearLightByLight.two_background_insertions' depends on axioms: [propext, Classical.choice, Quot.sound]
```
